# In the first-order nondipole formula, photoelectrons have mean direction δ/3 + γ/15 along the beam and an unchanged total cross section

Suppose photoelectrons leave a sample with the angular distribution 1 + δ sin t cos p, where t is the polar angle, p is the azimuth and δ is a real number. The δ term adds on the side where cos p is positive exactly what it removes on the other side. The integral over the sphere therefore stays at 4π, while the average of sin t cos p moves from 0 to δ/3.

I would like to see the same thing for the first-order nondipole expression used for photoemission from randomly oriented atoms, with light polarised along z and travelling along x:

F(t, p) = 1 + (β/2)(3 cos²t − 1) + (δ + γ cos²t) sin t cos p

My claim is that F integrates to 4π for all real β, δ, γ, and that the mean of sin t cos p is δ/3 + γ/15. Can this be made rigorous and machine-checked? And does a zero mean tilt imply that the forward and backward hemispheres receive equal yields?

## Polar angle first, then azimuth

Both claims hold, and the answer to the last question is no. F is the differential cross section in units of σ/4π, where σ is the total cross section. The number β is the dipole anisotropy. The numbers δ and γ stand for the interference of the electric-dipole amplitude with the next multipole amplitudes, to first order in the photon momentum.

The sphere integral carries the weight sin t, with t from 0 to π and p from 0 to 2π. At fixed p, four polar integrals are needed:

∫ sin t dt = 2

∫ cos²t sin t dt = 2/3

∫ sin²t dt = π/2

∫ sin²t cos²t dt = π/8

The β term gives (β/2)(3 · 2/3 − 2) = 0. What remains is the yield per unit azimuth:

∫ F sin t dt = 2 + π(δ/2 + γ/8) cos p

Integrating over an azimuthal sector from u to v gives

Y(u, v) = 2(v − u) + π(δ/2 + γ/8)(sin v − sin u)

For the full circle the sines cancel, and Y(0, 2π) = 4π.

The forward hemisphere, the one into which the light travels, is the sector from −π/2 to π/2. The backward one runs from π/2 to 3π/2. Their yields are 2π + 2π(δ/2 + γ/8) and 2π − 2π(δ/2 + γ/8). The difference divided by the total 4π is the forward-backward asymmetry:

A = δ/2 + γ/8

## The mean emission direction

The emission direction is the unit vector (sin t cos p, sin t sin p, cos t). Its component along a fixed vector (x, y, z) is q sin t + r cos t, with q = x cos p + y sin p and r = z. The r part contributes nothing to the polar integral, because its integrand changes sign under t → π − t. For the q part, two more integrals enter:

∫ sin³t dt = 4/3

∫ sin³t cos²t dt = 2/3 − 2/5 = 4/15

The part of F without cos p gives (1 − β/2)(π/2) + (3β/2)(π/8) = π/2 − πβ/16. Hence

∫ F (q sin t + r cos t) sin t dt = q(π/2 − πβ/16) + q cos p (4δ/3 + 4γ/15)

Over a full circle cos p, sin p and sin p cos p integrate to zero, and cos²p integrates to π. The first moment along (x, y, z) is therefore

x π(4δ/3 + 4γ/15)

Setting (x, y, z) to each axis vector in turn and dividing by 4π gives the mean direction:

(δ/3 + γ/15, 0, 0)

It vanishes exactly when γ = −5δ, and then A = δ/2 − 5δ/8 = −δ/8. For nonzero δ the hemispheres are unequal although the mean direction is zero. The mean weights each electron by its component along the beam, whereas the asymmetry uses only the sign of that component.

## The Lean file

```lean
import Mathlib

open Real

namespace NondipolePhotoemission

noncomputable section

/-- Differential photoemission cross section in units of `σ / 4π`, with polar angle `t` from the
polarisation axis `z` and azimuth `p` from the photon propagation axis `x`; `β` is the dipole
anisotropy, `δ` and `γ` are the nondipole parameters. -/
def crossSection (β δ γ t p : ℝ) : ℝ :=
  1 + β / 2 * (3 * cos t ^ 2 - 1) + (δ + γ * cos t ^ 2) * sin t * cos p

/-- Integral over the unit sphere in polar angle `t` and azimuth `p`. -/
def sphereIntegral (f : ℝ → ℝ → ℝ) : ℝ :=
  ∫ p in (0 : ℝ)..(2 * π), ∫ t in (0 : ℝ)..π, f t p * sin t

/-- Cartesian components of the unit vector along the emission direction. -/
def direction (t p : ℝ) : Fin 3 → ℝ := ![cos p * sin t, sin p * sin t, cos t]

/-- Mean emission direction of the photoelectrons, weighted by the cross section. -/
def meanDirection (β δ γ : ℝ) : Fin 3 → ℝ := fun i =>
  sphereIntegral (fun t p => crossSection β δ γ t p * direction t p i) /
    sphereIntegral (crossSection β δ γ)

/-- Photoelectron yield in the azimuthal sector from `u` to `v`, over all polar angles. -/
def sectorYield (β δ γ u v : ℝ) : ℝ :=
  ∫ p in u..v, ∫ t in (0 : ℝ)..π, crossSection β δ γ t p * sin t

/-- Yield in the hemisphere along the photon propagation minus that in the opposite hemisphere,
divided by the total yield. -/
def forwardBackward (β δ γ : ℝ) : ℝ :=
  (sectorYield β δ γ (-(π / 2)) (π / 2) - sectorYield β δ γ (π / 2) (3 * π / 2)) /
    sphereIntegral (crossSection β δ γ)

/-- An antiderivative of `sin² t`. -/
theorem hasDerivAt_sinSq (t : ℝ) :
    HasDerivAt (fun t : ℝ => (t - sin t * cos t) / 2) (sin t ^ 2) t := by
  have hs := Real.hasDerivAt_sin t
  have hc := Real.hasDerivAt_cos t
  refine (((hasDerivAt_id' t).fun_sub (hs.fun_mul hc)).div_const 2).congr_deriv ?_
  linear_combination (-1 / 2) * Real.sin_sq_add_cos_sq t

/-- An antiderivative of `sin² t cos² t`. -/
theorem hasDerivAt_sinSq_cosSq (t : ℝ) :
    HasDerivAt (fun t : ℝ => (t - sin t * cos t * (2 * cos t ^ 2 - 1)) / 8)
      (sin t ^ 2 * cos t ^ 2) t := by
  have hs := Real.hasDerivAt_sin t
  have hc := Real.hasDerivAt_cos t
  refine (((hasDerivAt_id' t).fun_sub ((hs.fun_mul hc).fun_mul
    (((hc.fun_pow 2).const_mul 2).sub_const 1))).div_const 8).congr_deriv ?_
  linear_combination (-(1 + 2 * cos t ^ 2) / 8) * Real.sin_sq_add_cos_sq t

/-- The cross section integrated over the polar angle at fixed azimuth `p`. -/
theorem polar_yield (β δ γ p : ℝ) :
    ∫ t in (0 : ℝ)..π, crossSection β δ γ t p * sin t
      = 2 + π * (δ / 2 + γ / 8) * cos p := by
  have hd : ∀ t : ℝ, HasDerivAt (fun t : ℝ => -(1 - β / 2) * cos t + -(β / 2) * cos t ^ 3
      + cos p * δ * ((t - sin t * cos t) / 2)
      + cos p * γ * ((t - sin t * cos t * (2 * cos t ^ 2 - 1)) / 8))
      (crossSection β δ γ t p * sin t) t := by
    intro t
    have hc := Real.hasDerivAt_cos t
    refine ((((hc.const_mul (-(1 - β / 2))).fun_add
      ((hc.fun_pow 3).const_mul (-(β / 2)))).fun_add
      ((hasDerivAt_sinSq t).const_mul (cos p * δ))).fun_add
      ((hasDerivAt_sinSq_cosSq t).const_mul (cos p * γ))).congr_deriv ?_
    unfold crossSection
    ring
  refine (intervalIntegral.integral_eq_sub_of_hasDerivAt (fun t _ => hd t) ?_).trans ?_
  · exact Continuous.intervalIntegrable (by unfold crossSection; fun_prop) _ _
  · simp only [Real.sin_pi, Real.cos_pi, Real.sin_zero, Real.cos_zero]
    ring

/-- The polar integral at fixed azimuth `p` of the cross section times `q sin t + r cos t`. -/
theorem polar_moment (β δ γ p q r : ℝ) :
    ∫ t in (0 : ℝ)..π, crossSection β δ γ t p * (q * sin t + r * cos t) * sin t
      = q * (π / 2 - π * β / 16) + q * cos p * (4 * δ / 3 + 4 * γ / 15) := by
  have hd : ∀ t : ℝ, HasDerivAt (fun t : ℝ =>
      q * (1 - β / 2) * ((t - sin t * cos t) / 2)
      + q * (3 * β / 2) * ((t - sin t * cos t * (2 * cos t ^ 2 - 1)) / 8)
      + -(q * cos p * δ) * cos t + q * cos p * (δ - γ) / 3 * cos t ^ 3
      + q * cos p * γ / 5 * cos t ^ 5 + r * (1 - β / 2) / 2 * sin t ^ 2
      + -(3 * r * β / 8) * cos t ^ 4 + r * cos p * (δ + γ) / 3 * sin t ^ 3
      + -(r * cos p * γ / 5) * sin t ^ 5)
      (crossSection β δ γ t p * (q * sin t + r * cos t) * sin t) t := by
    intro t
    have hs := Real.hasDerivAt_sin t
    have hc := Real.hasDerivAt_cos t
    refine (((((((((hasDerivAt_sinSq t).const_mul (q * (1 - β / 2))).fun_add
      ((hasDerivAt_sinSq_cosSq t).const_mul (q * (3 * β / 2)))).fun_add
      (hc.const_mul (-(q * cos p * δ)))).fun_add
      ((hc.fun_pow 3).const_mul (q * cos p * (δ - γ) / 3))).fun_add
      ((hc.fun_pow 5).const_mul (q * cos p * γ / 5))).fun_add
      ((hs.fun_pow 2).const_mul (r * (1 - β / 2) / 2))).fun_add
      ((hc.fun_pow 4).const_mul (-(3 * r * β / 8)))).fun_add
      ((hs.fun_pow 3).const_mul (r * cos p * (δ + γ) / 3))).fun_add
      ((hs.fun_pow 5).const_mul (-(r * cos p * γ / 5))) |>.congr_deriv ?_
    unfold crossSection
    linear_combination (-(q * cos p * δ * sin t) - q * cos p * γ * cos t ^ 2 * sin t
      - r * cos p * γ * sin t ^ 2 * cos t) * Real.sin_sq_add_cos_sq t
  refine (intervalIntegral.integral_eq_sub_of_hasDerivAt (fun t _ => hd t) ?_).trans ?_
  · exact Continuous.intervalIntegrable (by unfold crossSection; fun_prop) _ _
  · simp only [Real.sin_pi, Real.cos_pi, Real.sin_zero, Real.cos_zero]
    ring

/-- The yield in an azimuthal sector is its dipole share `2 (v - u)` plus a nondipole term. -/
theorem sectorYield_eq (β δ γ u v : ℝ) :
    sectorYield β δ γ u v
      = 2 * (v - u) + π * (δ / 2 + γ / 8) * (sin v - sin u) := by
  simp only [sectorYield, polar_yield]
  have hd : ∀ p : ℝ, HasDerivAt (fun p : ℝ => 2 * p + π * (δ / 2 + γ / 8) * sin p)
      (2 + π * (δ / 2 + γ / 8) * cos p) p := fun p =>
    (((hasDerivAt_id' p).const_mul 2).fun_add
      ((Real.hasDerivAt_sin p).const_mul (π * (δ / 2 + γ / 8)))).congr_deriv (by ring)
  refine (intervalIntegral.integral_eq_sub_of_hasDerivAt (fun p _ => hd p) ?_).trans ?_
  · exact Continuous.intervalIntegrable (by fun_prop) _ _
  · ring

/-- The cross section integrates to `4π` over the sphere, whatever the values of `β`, `δ`
and `γ`. -/
theorem total_crossSection (β δ γ : ℝ) :
    sphereIntegral (crossSection β δ γ) = 4 * π := by
  change sectorYield β δ γ 0 (2 * π) = 4 * π
  rw [sectorYield_eq, Real.sin_two_pi, Real.sin_zero]
  ring

/-- First moment of the cross section along an arbitrary vector `(x, y, z)`. -/
theorem first_moment (β δ γ x y z : ℝ) :
    sphereIntegral (fun t p => crossSection β δ γ t p *
      ((x * cos p + y * sin p) * sin t + z * cos t))
      = x * (π * (4 * δ / 3 + 4 * γ / 15)) := by
  simp only [sphereIntegral, polar_moment]
  -- only the square of `cos p` survives the azimuthal integration
  have hd : ∀ p : ℝ, HasDerivAt (fun p : ℝ =>
      (π / 2 - π * β / 16) * (x * sin p + -y * cos p)
      + (4 * δ / 3 + 4 * γ / 15) * (x / 2 * (p + sin p * cos p) + y / 2 * sin p ^ 2))
      ((x * cos p + y * sin p) * (π / 2 - π * β / 16)
        + (x * cos p + y * sin p) * cos p * (4 * δ / 3 + 4 * γ / 15)) p := by
    intro p
    have hs := Real.hasDerivAt_sin p
    have hc := Real.hasDerivAt_cos p
    refine ((((hs.const_mul x).fun_add (hc.const_mul (-y))).const_mul
      (π / 2 - π * β / 16)).fun_add
      (((((hasDerivAt_id' p).fun_add (hs.fun_mul hc)).const_mul (x / 2)).fun_add
      ((hs.fun_pow 2).const_mul (y / 2))).const_mul
      (4 * δ / 3 + 4 * γ / 15))).congr_deriv ?_
    linear_combination (-(4 * δ / 3 + 4 * γ / 15) * x / 2) * Real.sin_sq_add_cos_sq p
  refine (intervalIntegral.integral_eq_sub_of_hasDerivAt (fun p _ => hd p) ?_).trans ?_
  · exact Continuous.intervalIntegrable (by fun_prop) _ _
  · simp only [Real.sin_two_pi, Real.cos_two_pi, Real.sin_zero, Real.cos_zero]
    ring

/-- The mean emission direction lies on the photon propagation axis, with component
`δ/3 + γ/15`. -/
theorem meanDirection_eq (β δ γ : ℝ) :
    meanDirection β δ γ = ![δ / 3 + γ / 15, 0, 0] := by
  have hx := first_moment β δ γ 1 0 0
  have hy := first_moment β δ γ 0 1 0
  have hz := first_moment β δ γ 0 0 1
  simp only [one_mul, zero_mul, add_zero, zero_add] at hx hy hz
  have hpi : 4 * π ≠ 0 := by positivity
  ext i
  fin_cases i
  · change sphereIntegral (fun t p => crossSection β δ γ t p * (cos p * sin t)) /
      sphereIntegral (crossSection β δ γ) = δ / 3 + γ / 15
    rw [hx, total_crossSection, div_eq_iff hpi]
    ring
  · change sphereIntegral (fun t p => crossSection β δ γ t p * (sin p * sin t)) /
      sphereIntegral (crossSection β δ γ) = 0
    rw [hy, zero_div]
  · change sphereIntegral (fun t p => crossSection β δ γ t p * cos t) /
      sphereIntegral (crossSection β δ γ) = 0
    rw [hz, zero_div]

/-- The normalised forward-backward asymmetry is `δ/2 + γ/8`. -/
theorem forwardBackward_eq (β δ γ : ℝ) :
    forwardBackward β δ γ = δ / 2 + γ / 8 := by
  have h3 : sin (3 * π / 2) = -1 := by
    rw [show 3 * π / 2 = π / 2 + π by ring, Real.sin_add_pi, Real.sin_pi_div_two]
  have hpi : 4 * π ≠ 0 := by positivity
  rw [forwardBackward, total_crossSection, sectorYield_eq, sectorYield_eq, h3,
    Real.sin_neg, Real.sin_pi_div_two, div_eq_iff hpi]
  ring

/-- The mean emission direction vanishes exactly when `γ = -5δ`, and the forward-backward
asymmetry is then `-δ/8`. -/
theorem meanDirection_eq_zero_iff (β δ γ : ℝ) :
    (meanDirection β δ γ = 0 ↔ γ = -5 * δ) ∧
      forwardBackward β δ (-5 * δ) = -δ / 8 := by
  refine ⟨?_, by rw [forwardBackward_eq]; ring⟩
  rw [meanDirection_eq]
  constructor
  · intro h
    have h0 : δ / 3 + γ / 15 = 0 := congrFun h 0
    linarith
  · intro h
    have h0 : δ / 3 + γ / 15 = 0 := by rw [h]; ring
    rw [h0]
    ext i
    fin_cases i <;> rfl

end

end NondipolePhotoemission
```

```lean
#print axioms NondipolePhotoemission.total_crossSection
#print axioms NondipolePhotoemission.meanDirection_eq_zero_iff
```

```
'NondipolePhotoemission.total_crossSection' depends on axioms: [propext, Classical.choice, Quot.sound]
'NondipolePhotoemission.meanDirection_eq_zero_iff' depends on axioms: [propext, Classical.choice, Quot.sound]
```

## How the definitions encode the experiment

`crossSection β δ γ t p` is F, with the polar angle before the azimuth. `sphereIntegral` is an iterated interval integral, azimuth outside and polar angle inside, with the weight `sin t` written explicitly. It is the usual coordinate formula for the integral over the sphere; the file does not connect it to an abstract surface measure.

`direction t p` lists the three Cartesian components, so indices 0, 1 and 2 of `Fin 3` are x, y and z. `meanDirection` integrates each component against the cross section and divides by the total. It is thus a normalised average, and its length is generally not 1. `sectorYield` is Y(u, v), and `forwardBackward` is A.

The main statements then read as follows, each for all real parameters:

- `total_crossSection`: F integrates to 4π over the sphere.
- `sectorYield_eq`: the yield between azimuths u and v has the closed form above.
- `meanDirection_eq`: the mean direction is (δ/3 + γ/15, 0, 0).
- `forwardBackward_eq`: the asymmetry is δ/2 + γ/8.
- `meanDirection_eq_zero_iff`: the mean direction is zero if and only if γ = −5δ, and substituting that value gives the asymmetry −δ/8.

No theorem requires F to be nonnegative, so the identities also cover parameter values that no real emission could have. The form of F is an input: it assumes randomly oriented atoms and fully linearly polarised light, and it stops at first order in the nondipole terms. Oriented targets, such as single crystals, generally need further angular terms. The parameters are not computed from atomic wavefunctions, and σ is a prefactor that the calculation never evaluates. "Unchanged total" therefore means that the δ and γ terms in this formula add nothing to the angular integral.

Within this first-order model, a photoemission intensity collected over the whole sphere needs no correction for δ and γ, whereas one collected over a limited range of angles may need one.

## The forward half alone is not enough

The total is independent of δ and γ because the azimuth runs over a full turn. Take β = γ = 0 and δ = 0.1, for which F = 1 + 0.1 sin t cos p is always positive. The sector formula gives 2.1π for the forward hemisphere and 1.9π for the backward one, where the dipole terms alone would give 2π each. The sum is still 4π, but a detector covering only the forward half would record 5 per cent more than the dipole value.

## From antiderivatives to the final statements

Each integral is evaluated by the fundamental theorem of calculus, with an explicit antiderivative. The two less obvious ones are stated first. `hasDerivAt_sinSq` says that (t − sin t cos t)/2 has derivative sin²t, and `hasDerivAt_sinSq_cosSq` says that

(t − sin t cos t (2 cos²t − 1))/8

has derivative sin²t cos²t. Between 0 and π they give the values π/2 and π/8 used above.

`polar_yield` combines these with powers of cos t into an antiderivative of F sin t. The differentiation rules produce a derivative, and `congr_deriv` leaves the task of showing that it equals the integrand. Here `ring` suffices; where sin² + cos² = 1 is needed, `linear_combination` supplies it with the right coefficient. The theorem `integral_eq_sub_of_hasDerivAt` then turns the integral into a difference of endpoint values, with integrability following from continuity.

`polar_moment` does the same for F (q sin t + r cos t) sin t. Its antiderivative is longer because it treats q and r together. The terms carrying r take equal values at 0 and π, which is the endpoint version of the symmetry argument above.

`sectorYield_eq` inserts `polar_yield` and integrates over p. The total follows at once, because `sphereIntegral (crossSection β δ γ)` is by definition the sector yield from 0 to 2π; the `change` step makes that identification.

`first_moment` inserts `polar_moment` with q = x cos p + y sin p and r = z, then carries out the azimuthal integration. `meanDirection_eq` applies it to the three axis vectors, and `fin_cases` treats the components one by one. Each is divided by the total, which has been shown to be 4π and hence nonzero.

`forwardBackward_eq` evaluates the sector formula on the two half circles, using sin(3π/2) = −1. In the last theorem, the vector equation reduces to its x component, δ/3 + γ/15 = 0, which `linarith` solves for γ. The converse substitutes γ = −5δ, and the value −δ/8 comes from the asymmetry formula.
